# For a norm-continuous skew-adjoint generator, the second Magnus term is skew-adjoint and the second Dyson term plus its adjoint is the square of the first Magnus term

The theorem `skewAdjoint_generator` concerns a continuous, time-dependent generator A(t) with A(t)* = −A(t), such as −iH(t)/ħ for a bounded self-adjoint Hamiltonian H(t) that is continuous in norm. The values of A lie in a complete real normed algebra with a continuous adjoint. With F(t) the integral of A from 0 to t, the theorem says that the second Magnus term, half the integral of the commutator [A(s), F(s)] over the same interval, is skew-adjoint, and that the second Dyson term, the integral of A(s)F(s), gives F(t)² when added to its adjoint. The attempt first shows that integrals of skew-adjoint functions are skew-adjoint and applies this to the commutator, then gets the second claim by writing the Dyson term as F(t)²/2 plus the Magnus term.

Lean 4 with Mathlib refuses this proof:

```lean
import Mathlib

open MeasureTheory

namespace SkewAdjointGenerator

noncomputable section

variable {𝔸 : Type*} [NormedRing 𝔸] [NormedAlgebra ℝ 𝔸]

/-- The first Magnus term `F(t)`, the integral of the generator `A` over `[0, t]`. -/
def firstMagnus (A : ℝ → 𝔸) (t : ℝ) : 𝔸 := ∫ s in (0 : ℝ)..t, A s

/-- The second Dyson term, the integral of `A(s) F(s)` over `[0, t]`. -/
def secondDyson (A : ℝ → 𝔸) (t : ℝ) : 𝔸 :=
  ∫ s in (0 : ℝ)..t, A s * firstMagnus A s

/-- The second Magnus term, one half of the integral of the commutator `[A(s), F(s)]`
over `[0, t]`. -/
def secondMagnus (A : ℝ → 𝔸) (t : ℝ) : 𝔸 :=
  (1 / 2 : ℝ) • ∫ s in (0 : ℝ)..t, (A s * firstMagnus A s - firstMagnus A s * A s)

variable [CompleteSpace 𝔸]

/-- For a continuous generator, the first Magnus term has time derivative `A(t)`. -/
theorem hasDerivAt_firstMagnus {A : ℝ → 𝔸} (hA : Continuous A) (t : ℝ) :
    HasDerivAt (firstMagnus A) (A t) t :=
  (hA.integral_hasStrictDerivAt 0 t).hasDerivAt

/-- For a continuous generator, the first Magnus term is continuous in time. -/
theorem continuous_firstMagnus {A : ℝ → 𝔸} (hA : Continuous A) :
    Continuous (firstMagnus A) :=
  continuous_iff_continuousAt.2 fun t => (hasDerivAt_firstMagnus hA t).continuousAt

/-- For a continuous generator, the anticommutator of `A(s)` and `F(s)` integrates
to `F(t)²`. -/
theorem integral_anticommutator {A : ℝ → 𝔸} (hA : Continuous A) (t : ℝ) :
    ∫ s in (0 : ℝ)..t, (A s * firstMagnus A s + firstMagnus A s * A s)
      = firstMagnus A t ^ 2 := by
  have hF := continuous_firstMagnus hA
  -- the product rule, with the order of the factors kept
  have hd : ∀ s ∈ Set.uIcc (0 : ℝ) t,
      HasDerivAt (fun u => firstMagnus A u * firstMagnus A u)
        (A s * firstMagnus A s + firstMagnus A s * A s) s := fun s _ =>
    (hasDerivAt_firstMagnus hA s).fun_mul (hasDerivAt_firstMagnus hA s)
  have h0 : firstMagnus A 0 = 0 := intervalIntegral.integral_same
  rw [intervalIntegral.integral_eq_sub_of_hasDerivAt hd
    (((hA.mul hF).add (hF.mul hA)).intervalIntegrable 0 t), h0, mul_zero, sub_zero, pow_two]

/-- For a continuous generator, the second Dyson term is `F(t)²/2` plus the second
Magnus term. -/
theorem secondDyson_eq {A : ℝ → 𝔸} (hA : Continuous A) (t : ℝ) :
    secondDyson A t = (1 / 2 : ℝ) • firstMagnus A t ^ 2 + secondMagnus A t := by
  have hF := continuous_firstMagnus hA
  have h1 : IntervalIntegrable (fun s => A s * firstMagnus A s) volume 0 t :=
    (hA.mul hF).intervalIntegrable 0 t
  have h2 : IntervalIntegrable (fun s => firstMagnus A s * A s) volume 0 t :=
    (hF.mul hA).intervalIntegrable 0 t
  -- half the anticommutator plus half the commutator
  rw [← integral_anticommutator hA t, secondDyson, secondMagnus,
    intervalIntegral.integral_add h1 h2, intervalIntegral.integral_sub h1 h2]
  module

/-- For a continuous skew-adjoint generator, the second Magnus term is skew-adjoint, and
the second Dyson term plus its adjoint equals `F(t)²`. -/
theorem skewAdjoint_generator [StarRing 𝔸] [ContinuousStar 𝔸] [StarModule ℝ 𝔸]
    {A : ℝ → 𝔸} (hA : Continuous A) (hskew : ∀ s, star (A s) = -A s) (t : ℝ) :
    star (secondMagnus A t) = -secondMagnus A t ∧
      secondDyson A t + star (secondDyson A t) = firstMagnus A t ^ 2 := by
  have hF := continuous_firstMagnus hA
  -- an integral of skew-adjoint elements is skew-adjoint
  have key : ∀ f : ℝ → 𝔸, Continuous f → (∀ s, star (f s) = -f s) → ∀ u : ℝ,
      star (∫ s in (0 : ℝ)..u, f s) = -∫ s in (0 : ℝ)..u, f s := by
    intro f hf hs u
    have h : ∫ s in (0 : ℝ)..u, star (f s) = star (∫ s in (0 : ℝ)..u, f s) :=
      (starL' ℝ : 𝔸 ≃L[ℝ] 𝔸).toContinuousLinearMap.intervalIntegral_comp_comm
        (hf.intervalIntegrable 0 u)
    rw [← h, ← intervalIntegral.integral_neg]
    exact intervalIntegral.integral_congr fun s _ => hs s
  have hFs : ∀ u, star (firstMagnus A u) = -firstMagnus A u := key A hA hskew
  have hM : star (secondMagnus A t) = -secondMagnus A t := by
    rw [secondMagnus, star_smul, star_trivial, key _ ((hA.mul hF).sub (hF.mul hA)) _ t,
      smul_neg]
    intro s
    rw [star_sub, star_mul, star_mul, hskew, hFs]
    noncomm_ring
  refine ⟨hM, ?_⟩
  rw [secondDyson_eq hA t, star_add, hM, star_smul, star_trivial, star_pow, hFs, neg_sq]
  module

end

end SkewAdjointGenerator
```

The error:

```
Main.lean:82:47: error: Tactic `rewrite` failed: Did not find an occurrence of the pattern
  star (∫ (s : ℝ) in 0..t, (A * firstMagnus A - firstMagnus A * A) s)
in the target expression
  (1 / 2) • star (∫ (s : ℝ) in 0..t, A s * firstMagnus A s - firstMagnus A s * A s) =
    -((1 / 2) • ∫ (s : ℝ) in 0..t, A s * firstMagnus A s - firstMagnus A s * A s)

𝔸 : Type u_1
inst✝⁵ : NormedRing 𝔸
inst✝⁴ : NormedAlgebra ℝ 𝔸
inst✝³ : CompleteSpace 𝔸
inst✝² : StarRing 𝔸
inst✝¹ : ContinuousStar 𝔸
inst✝ : StarModule ℝ 𝔸
A : ℝ → 𝔸
hA : Continuous A
hskew : ∀ (s : ℝ), star (A s) = -A s
t : ℝ
hF : Continuous (firstMagnus A)
key :
  ∀ (f : ℝ → 𝔸),
    Continuous f → (∀ (s : ℝ), star (f s) = -f s) → ∀ (u : ℝ), star (∫ (s : ℝ) in 0..u, f s) = -∫ (s : ℝ) in 0..u, f s
hFs : ∀ (u : ℝ), star (firstMagnus A u) = -firstMagnus A u
⊢ (1 / 2) • star (∫ (s : ℝ) in 0..t, A s * firstMagnus A s - firstMagnus A s * A s) =
    -((1 / 2) • ∫ (s : ℝ) in 0..t, A s * firstMagnus A s - firstMagnus A s * A s)
```

What went wrong. The rewrite with `key` fails because its left-hand side does not occur in the goal in the form Lean looks for. The function was left as `_`, so Lean took it from the continuity proof, as `A * firstMagnus A - firstMagnus A * A`, a product and difference of whole functions. The pattern therefore has this combined function applied to `s` under the integral, while the goal has `A s * firstMagnus A s - firstMagnus A s * A s`. The two are equal by definition, but `rw` does not unfold the pointwise operations to find a match.

The repair gives `key` the function explicitly, as `fun s => ...`, and states the result as `hC` in the goal's own form. Lean accepts the same continuity proof there, since checking it against a stated type does allow the unfolding. Rewriting with `hC` then succeeds.

The skew-adjointness of the commutator, formerly left to be proved after the rewrite, is now proved beforehand as `hs`, also in the explicit form. Its last step uses `neg_mul_neg` and `neg_sub` in place of `noncomm_ring`, a change the error does not call for.

The change, after which it compiles:

```diff
@@ -79,10 +79,15 @@
     exact intervalIntegral.integral_congr fun s _ => hs s
   have hFs : ∀ u, star (firstMagnus A u) = -firstMagnus A u := key A hA hskew
+  -- the commutator of skew-adjoint elements is skew-adjoint
+  have hs : ∀ s, star (A s * firstMagnus A s - firstMagnus A s * A s)
+      = -(A s * firstMagnus A s - firstMagnus A s * A s) := by
+    intro s
+    rw [star_sub, star_mul, star_mul, hskew, hFs, neg_mul_neg, neg_mul_neg, neg_sub]
+  have hC : star (∫ s in (0 : ℝ)..t, (A s * firstMagnus A s - firstMagnus A s * A s))
+      = -∫ s in (0 : ℝ)..t, (A s * firstMagnus A s - firstMagnus A s * A s) :=
+    key (fun s => A s * firstMagnus A s - firstMagnus A s * A s)
+      ((hA.mul hF).sub (hF.mul hA)) hs t
   have hM : star (secondMagnus A t) = -secondMagnus A t := by
-    rw [secondMagnus, star_smul, star_trivial, key _ ((hA.mul hF).sub (hF.mul hA)) _ t,
-      smul_neg]
-    intro s
-    rw [star_sub, star_mul, star_mul, hskew, hFs]
-    noncomm_ring
+    rw [secondMagnus, star_smul, star_trivial, hC, smul_neg]
   refine ⟨hM, ?_⟩
   rw [secondDyson_eq hA t, star_add, hM, star_smul, star_trivial, star_pow, hFs, neg_sq]
```
